# Long-range exchange of a rank-$N$ Hermitian projector on finitely many points is $-wN/\sqrt{\pi}$ up to a term cubic in $w$

## One electron on two points

Put one electron in the in-phase combination of two points a distance $R>0$ apart. All four elements of its density matrix are $1/2$. Range separation with the error function splits the Coulomb interaction $1/r$ into a short-range part and a long-range part $\mathrm{erf}(wr)/r$, where $w$ is an inverse length. The long-range part stays finite as $r\to 0$, with limit $2w/\sqrt\pi$. The long-range exchange energy is minus half the sum of $|P_{ij}|^2$ times this kernel:

$$X(w)=-\frac12\left[2\cdot\frac14\cdot\frac{2w}{\sqrt\pi}+2\cdot\frac14\cdot\frac{\mathrm{erf}(wR)}{R}\right].$$

For small $w$, $\mathrm{erf}(wR)/R\approx\frac{2w}{\sqrt\pi}\left(1-\frac{w^2R^2}{3}\right)$, so

$$X(w)\approx-\frac{w}{\sqrt\pi}+\frac{w^3R^2}{6\sqrt\pi}.$$

The bond length is absent from the leading term. At small $w$ the kernel is nearly the same constant for every pair, and the weights $|P_{ij}|^2$ add up to the number of electrons.

## The general bound by hand

Let $P$ be a Hermitian matrix with $P^2=P$ and rank $N$, indexed by finitely many points $x_i$ in space, and let $r_{ij}$ be the distance between $x_i$ and $x_j$. Write $v_w(r)=\mathrm{erf}(wr)/r$ for $r\neq0$, $v_w(0)=2w/\sqrt\pi$, and

$$X(w)=-\frac12\sum_{ij}|P_{ij}|^2v_w(r_{ij}),\qquad M_k=\sum_{ij}|P_{ij}|^2r_{ij}^k.$$

The claim is that for $w\ge0$

$$0\le X(w)+\frac{wN}{\sqrt\pi}\le\frac{w^3}{3\sqrt\pi}M_2,$$

and that the middle quantity is also at least $\frac{w^3}{3\sqrt\pi}M_2-\frac{w^5}{10\sqrt\pi}M_4$.

**The Gaussian.** For $y\ge0$ we have $1-y\le e^{-y}\le1$. Moreover $e^y\ge1+y+y^2/2$, and

$$\left(1-y+\tfrac{y^2}{2}\right)\left(1+y+\tfrac{y^2}{2}\right)=1+\tfrac{y^4}{4}\ge1.$$

The first factor is positive, so $\left(1-y+\frac{y^2}{2}\right)e^y\ge1$, that is, $e^{-y}\le1-y+\frac{y^2}{2}$.

**The error function.** Set $y=t^2$, integrate from $0$ to $u\ge0$ and multiply by $2/\sqrt\pi$:

$$\frac{2}{\sqrt\pi}\left(u-\frac{u^3}{3}\right)\le\mathrm{erf}(u)\le\frac{2}{\sqrt\pi}u,\qquad \mathrm{erf}(u)\le\frac{2}{\sqrt\pi}\left(u-\frac{u^3}{3}+\frac{u^5}{10}\right).$$

**The kernel.** Let $d(r)=2w/\sqrt\pi-v_w(r)$ be the shortfall from the contact value. For $r>0$, put $u=wr$ and divide by $r$:

$$0\le d(r)\le\frac{2}{\sqrt\pi}\frac{w^3r^2}{3},\qquad d(r)\ge\frac{2}{\sqrt\pi}\left(\frac{w^3r^2}{3}-\frac{w^5r^4}{10}\right).$$

At $r=0$ every term vanishes.

**The electron count.** Hermiticity gives $|P_{ij}|^2=P_{ij}P_{ji}$, so

$$\sum_{ij}|P_{ij}|^2=\mathrm{tr}\,P^2=\mathrm{tr}\,P=N.$$

The last equality holds because $P$ is the identity on its range, which has dimension $N$, and zero on its kernel, which is a complement of the range.

**Assembly.** Since $wN/\sqrt\pi=\frac12\sum_{ij}|P_{ij}|^2\cdot 2w/\sqrt\pi$,

$$X(w)+\frac{wN}{\sqrt\pi}=\frac12\sum_{ij}|P_{ij}|^2d(r_{ij}).$$

Inserting the bounds on $d$ term by term gives the claim.

For fixed $P$ and fixed points, dividing by $w^3$ and letting $w\to0^+$ identifies $M_2/(3\sqrt\pi)$ as the exact cubic coefficient. In this finite-point model with given idempotent density matrices, the long-range exact exchange in a hybrid functional therefore contributes to energy differences at fixed electron number only from order $w^3$ on.

## Fractional occupation breaks the bound

Idempotency can't be relaxed to occupations between $0$ and $1$. Take a single point and $P=(1/2)$. This matrix is Hermitian with rank $1$, and $M_2=0$, so the upper bound would force $X(w)\le-w/\sqrt\pi$. In fact $X(w)=-w/(4\sqrt\pi)$, which violates it for every $w>0$. Counting electrons by the trace, $1/2$, does not help: the remainder is then $w/(4\sqrt\pi)$, still positive. Exchange is quadratic in the occupation, while the electron number is linear.

## Kernel, energy and moments in Lean

```lean
import Mathlib

open Matrix

namespace WeakRangeSeparation

noncomputable section

variable {ι κ : Type*} [Fintype ι] [Fintype κ]
```

The finite types `ι` and `κ` label the points of two systems.

```lean
/-- The error function, as the normalised integral of a Gaussian from `0` to `x`. -/
def erf (x : ℝ) : ℝ := 2 / Real.sqrt Real.pi * ∫ t in (0 : ℝ)..x, Real.exp (-t ^ 2)
```

The error function is defined here by its integral, so its bounds have to be derived.

```lean
/-- The long-range Coulomb kernel `erf (w r) / r` for `r ≠ 0`, with the contact value
`2 w / √π` at `r = 0`. -/
def longRangeKernel (w r : ℝ) : ℝ :=
  if r = 0 then 2 / Real.sqrt Real.pi * w else erf (w * r) / r
```

The value at `r = 0` is put in by definition. It stands for the finite interaction of two charges at the same place, and it equals the limit of the other branch.

```lean
/-- The long-range exchange energy of a density matrix `P` on the points `x i` of space. -/
def exchangeEnergy (w : ℝ) (x : ι → EuclideanSpace ℝ (Fin 3)) (P : Matrix ι ι ℂ) : ℝ :=
  -(1 / 2) * ∑ i, ∑ j, ‖P i j‖ ^ 2 * longRangeKernel w (dist (x i) (x j))
```

This is $X(w)$ in Hartree atomic units, with `x i` for $x_i$ and `dist` for the Euclidean distance. The prefactor $1/2$ suits a density matrix over spin orbitals. Points may coincide, so an index can carry spin as well as position. If `P` is instead the spatial projector of a closed shell, the total exchange is twice this energy.

The model places charge on points and gives each pair a single kernel value. Integrals over extended basis functions and the continuum limit are not treated.

```lean
/-- The `k`-th moment of the distance between points, weighted by `|P i j|²`. -/
def exchangeMoment (k : ℕ) (x : ι → EuclideanSpace ℝ (Fin 3)) (P : Matrix ι ι ℂ) : ℝ :=
  ∑ i, ∑ j, ‖P i j‖ ^ 2 * dist (x i) (x j) ^ k
```

`exchangeMoment k x P` is $M_k$. The second moment measures how far the density matrix reaches.

## From the Gaussian to the kernel

```lean
/-- For `y ≥ 0` the decaying exponential lies below its second-order Taylor polynomial. -/
theorem exp_neg_le_quadratic {y : ℝ} (hy : 0 ≤ y) : Real.exp (-y) ≤ 1 - y + y ^ 2 / 2 := by
  have h := Real.quadratic_le_exp_of_nonneg hy
  rw [Real.exp_neg, ← one_div, div_le_iff₀ (Real.exp_pos y)]
  calc (1 : ℝ) ≤ (1 - y + y ^ 2 / 2) * (1 + y + y ^ 2 / 2) := by
        nlinarith [sq_nonneg (y ^ 2)]
    _ ≤ (1 - y + y ^ 2 / 2) * Real.exp y :=
        mul_le_mul_of_nonneg_left h (by nlinarith [sq_nonneg (y - 1)])
```

The `calc` block contains the product inequality shown above, followed by the replacement of the quadratic by `Real.exp y`.

```lean
/-- For `x ≥ 0` the error function lies above its cubic Taylor polynomial and below its
linear and quintic ones. -/
theorem erf_bounds {x : ℝ} (hx : 0 ≤ x) :
    2 / Real.sqrt Real.pi * (x - x ^ 3 / 3) ≤ erf x ∧
    erf x ≤ 2 / Real.sqrt Real.pi * x ∧
    erf x ≤ 2 / Real.sqrt Real.pi * (x - x ^ 3 / 3 + x ^ 5 / 10) := by
  have hc : 0 ≤ 2 / Real.sqrt Real.pi := by positivity
  -- the integral of an even quartic polynomial
  have hint (a b : ℝ) : ∫ t in (0 : ℝ)..x, (1 - a * t ^ 2 + b * t ^ 4)
      = x - a * (x ^ 3 / 3) + b * (x ^ 5 / 5) := by
    have hd (t : ℝ) : HasDerivAt (fun t : ℝ => t - a * (t ^ 3 / 3) + b * (t ^ 5 / 5))
        (1 - a * t ^ 2 + b * t ^ 4) t := by
      have h := ((hasDerivAt_id' t).fun_sub
        (((hasDerivAt_pow 3 t).div_const 3).const_mul a)).fun_add
        (((hasDerivAt_pow 5 t).div_const 5).const_mul b)
      refine h.congr_deriv ?_
      have h3 : ((3 : ℕ) : ℝ) = 3 := by norm_num
      have h5 : ((5 : ℕ) : ℝ) = 5 := by norm_num
      rw [h3, h5, show 3 - 1 = 2 from rfl, show 5 - 1 = 4 from rfl]
      ring
    rw [intervalIntegral.integral_eq_sub_of_hasDerivAt (fun t _ => hd t)
      (Continuous.intervalIntegrable (by fun_prop) _ _)]
    ring
  have mono (f g : ℝ → ℝ) (hf : Continuous f) (hg : Continuous g) (h : ∀ t, f t ≤ g t) :
      ∫ t in (0 : ℝ)..x, f t ≤ ∫ t in (0 : ℝ)..x, g t :=
    intervalIntegral.integral_mono hx (hf.intervalIntegrable _ _) (hg.intervalIntegrable _ _) h
  -- compare the Gaussian with three polynomials
  have h1 := mono (fun t => 1 - 1 * t ^ 2 + 0 * t ^ 4) (fun t => Real.exp (-t ^ 2))
    (by fun_prop) (by fun_prop) (fun t => by linarith [Real.add_one_le_exp (-t ^ 2)])
  have h2 := mono (fun t => Real.exp (-t ^ 2)) (fun t => 1 - 0 * t ^ 2 + 0 * t ^ 4)
    (by fun_prop) (by fun_prop) (fun t => by
      have : Real.exp (-t ^ 2) ≤ 1 := Real.exp_le_one_iff.mpr (by linarith [sq_nonneg t])
      linarith)
  have h3 := mono (fun t => Real.exp (-t ^ 2)) (fun t => 1 - 1 * t ^ 2 + 1 / 2 * t ^ 4)
    (by fun_prop) (by fun_prop) (fun t => by
      have := exp_neg_le_quadratic (sq_nonneg t)
      linarith)
  rw [hint] at h1 h2 h3
  exact ⟨mul_le_mul_of_nonneg_left (by linarith) hc,
    mul_le_mul_of_nonneg_left (by linarith) hc, mul_le_mul_of_nonneg_left (by linarith) hc⟩
```

Here `x` is the $u$ of the derivation. The local statement `hint` integrates $1-at^2+bt^4$ from its antiderivative, and `mono` says that integration preserves inequalities. The comparisons `h1`, `h2` and `h3` use $(a,b)=(1,0)$, $(0,0)$ and $(1,1/2)$.

```lean
/-- For `w, r ≥ 0` the long-range kernel falls short of its contact value by a nonnegative
amount, at most cubic in `w`, and equal to that cubic term up to order `w⁵`. -/
theorem kernel_deficit {w r : ℝ} (hw : 0 ≤ w) (hr : 0 ≤ r) :
    0 ≤ 2 / Real.sqrt Real.pi * w - longRangeKernel w r ∧
    2 / Real.sqrt Real.pi * w - longRangeKernel w r
      ≤ 2 / Real.sqrt Real.pi * (w ^ 3 * r ^ 2 / 3) ∧
    2 / Real.sqrt Real.pi * (w ^ 3 * r ^ 2 / 3 - w ^ 5 * r ^ 4 / 10)
      ≤ 2 / Real.sqrt Real.pi * w - longRangeKernel w r := by
  by_cases h0 : r = 0
  · subst h0
    simp [longRangeKernel]
  have hpos : 0 < r := lt_of_le_of_ne hr (Ne.symm h0)
  obtain ⟨h1, h2, h3⟩ := erf_bounds (mul_nonneg hw hr)
  have e1 : 2 / Real.sqrt Real.pi * (w - w ^ 3 * r ^ 2 / 3) ≤ erf (w * r) / r := by
    rw [le_div_iff₀ hpos]
    exact (le_of_eq (by ring)).trans h1
  have e2 : erf (w * r) / r ≤ 2 / Real.sqrt Real.pi * w := by
    rw [div_le_iff₀ hpos]
    exact h2.trans_eq (by ring)
  have e3 : erf (w * r) / r
      ≤ 2 / Real.sqrt Real.pi * (w - w ^ 3 * r ^ 2 / 3 + w ^ 5 * r ^ 4 / 10) := by
    rw [div_le_iff₀ hpos]
    exact h3.trans_eq (by ring)
  rw [longRangeKernel, if_neg h0]
  exact ⟨by linarith, by linarith, by linarith⟩
```

The three conclusions are the bounds on $d(r)$. After the case `r = 0`, the steps `e1`, `e2` and `e3` clear the denominator `r` and apply the bounds on `erf (w * r)`.

## Counting electrons by the rank

```lean
/-- The trace of an idempotent matrix is its rank. -/
theorem trace_eq_rank (P : Matrix ι ι ℂ) (hP : P * P = P) : P.trace = (P.rank : ℂ) := by
  classical
  have h : LinearMap.IsProj (LinearMap.range P.mulVecLin) P.mulVecLin := by
    constructor
    · intro x
      exact LinearMap.mem_range_self _ x
    · rintro _ ⟨y, rfl⟩
      simp [Matrix.mulVec_mulVec, hP]
  have e : LinearMap.toMatrix' P.mulVecLin = P := by
    rw [← Matrix.toLin'_apply', LinearMap.toMatrix'_toLin']
  have ht := h.trace
  rw [LinearMap.trace_eq_matrix_trace ℂ (Pi.basisFun ℂ ι),
    LinearMap.toMatrix_eq_toMatrix', e] at ht
  exact ht
```

The proof shows that `P` acts as a projection onto its range and uses Mathlib's theorem that the trace of such a map is the dimension of that range. Only idempotency is needed here.

```lean
/-- For a Hermitian projector the squared moduli of all density-matrix elements add up to
its rank, the number of electrons. -/
theorem sum_normSq_eq_rank (P : Matrix ι ι ℂ) (hH : P.IsHermitian) (hP : P * P = P) :
    ∑ i, ∑ j, ‖P i j‖ ^ 2 = (P.rank : ℝ) := by
  have h : ((∑ i, ∑ j, ‖P i j‖ ^ 2 : ℝ) : ℂ) = P.trace := by
    conv_rhs => rw [← hP]
    simp only [Matrix.trace, Matrix.diag_apply, Matrix.mul_apply]
    push_cast
    refine Finset.sum_congr rfl fun i _ => Finset.sum_congr rfl fun j _ => ?_
    rw [← hH.apply j i]
    exact (Complex.mul_conj' _).symm
  exact_mod_cast h.trans (trace_eq_rank P hP)
```

Hermiticity enters through `hH.apply`, which turns the product $P_{ij}P_{ji}$ in the trace of `P * P` into a squared modulus.

## The energy bounds

```lean
/-- For a Hermitian projector of rank `N` and `w ≥ 0`, the long-range exchange energy is
`-w N / √π` up to a nonnegative remainder that is at most cubic in `w`. The last inequality
bounds the remainder below by the same cubic term minus a term of order `w⁵`. -/
theorem exchange_weak_separation {w : ℝ} (hw : 0 ≤ w) (x : ι → EuclideanSpace ℝ (Fin 3))
    (P : Matrix ι ι ℂ) (hH : P.IsHermitian) (hP : P * P = P) {N : ℕ} (hN : P.rank = N) :
    0 ≤ exchangeEnergy w x P + w * N / Real.sqrt Real.pi ∧
    exchangeEnergy w x P + w * N / Real.sqrt Real.pi
      ≤ w ^ 3 / (3 * Real.sqrt Real.pi) * exchangeMoment 2 x P ∧
    w ^ 3 / (3 * Real.sqrt Real.pi) * exchangeMoment 2 x P
      - w ^ 5 / (10 * Real.sqrt Real.pi) * exchangeMoment 4 x P
      ≤ exchangeEnergy w x P + w * N / Real.sqrt Real.pi := by
  -- the remainder is half the weighted sum of kernel deficits
  have gap : exchangeEnergy w x P + w * N / Real.sqrt Real.pi = ∑ i, ∑ j, 1 / 2 *
      (‖P i j‖ ^ 2 * (2 / Real.sqrt Real.pi * w - longRangeKernel w (dist (x i) (x j)))) := by
    have h : ∑ i, ∑ j, ‖P i j‖ ^ 2 *
        (2 / Real.sqrt Real.pi * w - longRangeKernel w (dist (x i) (x j)))
        = (∑ i, ∑ j, ‖P i j‖ ^ 2) * (2 / Real.sqrt Real.pi * w)
          - ∑ i, ∑ j, ‖P i j‖ ^ 2 * longRangeKernel w (dist (x i) (x j)) := by
      simp only [mul_sub, Finset.sum_sub_distrib, Finset.sum_mul]
    simp only [← Finset.mul_sum]
    rw [h, sum_normSq_eq_rank P hH hP, hN, exchangeEnergy]
    ring
  have hk (i j : ι) := kernel_deficit hw (dist_nonneg (x := x i) (y := x j))
  rw [gap]
  simp only [exchangeMoment, Finset.mul_sum, ← Finset.sum_sub_distrib]
  refine ⟨Finset.sum_nonneg fun i _ => Finset.sum_nonneg fun j _ =>
      mul_nonneg (by norm_num) (mul_nonneg (sq_nonneg _) (hk i j).1),
    Finset.sum_le_sum fun i _ => Finset.sum_le_sum fun j _ => ?_,
    Finset.sum_le_sum fun i _ => Finset.sum_le_sum fun j _ => ?_⟩
  · have := mul_le_mul_of_nonneg_left (hk i j).2.1 (sq_nonneg ‖P i j‖)
    exact (mul_le_mul_of_nonneg_left this (by norm_num)).trans_eq (by ring)
  · have := mul_le_mul_of_nonneg_left (hk i j).2.2 (sq_nonneg ‖P i j‖)
    exact (le_of_eq (by ring)).trans (mul_le_mul_of_nonneg_left this (by norm_num))
```

The hypotheses `hH` and `hP` say that `P` is a Hermitian projector, as for a single determinant with integer occupations in an orthonormal basis. `hN` identifies the electron number with the rank. Entries may be complex; a real symmetric projector is a special case. The separation parameter may be zero.

The identity `gap` is the assembly step. The three conclusions then follow by summing the corresponding parts of `kernel_deficit` with nonnegative weights.

```lean
/-- For `w ≥ 0`, two Hermitian projectors of equal rank, possibly on different sets of points,
have long-range exchange energies that differ by at most a term cubic in `w`. -/
theorem exchange_difference_le {w : ℝ} (hw : 0 ≤ w)
    (x : ι → EuclideanSpace ℝ (Fin 3)) (y : κ → EuclideanSpace ℝ (Fin 3))
    (P : Matrix ι ι ℂ) (Q : Matrix κ κ ℂ) (hPH : P.IsHermitian) (hP : P * P = P)
    (hQH : Q.IsHermitian) (hQ : Q * Q = Q) (hN : P.rank = Q.rank) :
    |exchangeEnergy w x P - exchangeEnergy w y Q|
      ≤ w ^ 3 / (3 * Real.sqrt Real.pi) * max (exchangeMoment 2 x P) (exchangeMoment 2 y Q) := by
  obtain ⟨p1, p2, -⟩ := exchange_weak_separation hw x P hPH hP hN
  obtain ⟨q1, q2, -⟩ := exchange_weak_separation hw y Q hQH hQ rfl
  have hc : 0 ≤ w ^ 3 / (3 * Real.sqrt Real.pi) := by positivity
  have a := mul_le_mul_of_nonneg_left
    (le_max_left (exchangeMoment 2 x P) (exchangeMoment 2 y Q)) hc
  have b := mul_le_mul_of_nonneg_left
    (le_max_right (exchangeMoment 2 x P) (exchangeMoment 2 y Q)) hc
  rw [abs_le]
  constructor <;> linarith
```

Both systems have the same leading term $-wN/\sqrt\pi$, and each remainder lies between zero and its own cubic bound. The difference of the energies is therefore at most the larger bound. The two systems may have different numbers of points and different geometries.

## The two-point bond as an instance

```lean
/-- The density matrix of one electron shared equally, and in phase, by two points. -/
def bondProjector : Matrix (Fin 2) (Fin 2) ℂ := !![1 / 2, 1 / 2; 1 / 2, 1 / 2]

/-- The two-point bond density matrix is a Hermitian projector of rank one. -/
theorem bondProjector_witness : bondProjector.IsHermitian ∧
    bondProjector * bondProjector = bondProjector ∧ bondProjector.rank = 1 := by
  have hP : bondProjector * bondProjector = bondProjector := by
    ext i j
    fin_cases i <;> fin_cases j <;>
      norm_num [bondProjector, Matrix.mul_apply, Fin.sum_univ_succ]
  refine ⟨Matrix.IsHermitian.ext fun i j => ?_, hP, ?_⟩
  · fin_cases i <;> fin_cases j <;> simp [bondProjector]
  · have h1 : bondProjector.trace = 1 := by
      norm_num [bondProjector, Matrix.trace_fin_two]
    have h := trace_eq_rank bondProjector hP
    rw [h1] at h
    exact_mod_cast h.symm

end

end WeakRangeSeparation
```

The matrix from the opening example satisfies the hypotheses with $N=1$, wherever the two points are placed. Idempotency is checked entry by entry, and the rank is read off from the trace through `trace_eq_rank`. With separation $R$ its second moment is $R^2/2$, so the general upper bound on the remainder is $w^3R^2/(6\sqrt\pi)$, the cubic term found at the start.

```lean
#print axioms WeakRangeSeparation.exchange_difference_le
```

```
'WeakRangeSeparation.exchange_difference_le' depends on axioms: [propext, Classical.choice, Quot.sound]
```
